# Dirac trace convention in dimensional regularization: the finite part shifts by $-\ln 2$, the momentum-subtracted loop does not

In the one-loop vacuum polarization of QED, continued to $d = 4 - 2\varepsilon$ dimensions, the closed electron loop gives a trace over Dirac indices, and a value for $\operatorname{tr}\mathbb{1}$ has to be chosen. One can keep $\operatorname{tr}\mathbb{1} = 4$ or continue it as $2^{d/2}$. After the momentum integral the trace multiplies

$$I(\mu, D, \varepsilon) = \Gamma(\varepsilon)\left(\frac{\mu^2}{D}\right)^{\varepsilon},$$

where $\mu$ is the mass scale of the regularization, with the factor $4\pi$ taken as absorbed into $\mu^2$, and $D = m^2 - u(1-u)q^2$ for electron mass $m$, photon momentum $q$ and Feynman parameter $u$. One then either removes the pole $1/\varepsilon$ (minimal subtraction) or subtracts the same expression at a reference momentum such as $q^2 = 0$. For this single factor at fixed real $D > 0$, and in the limit $\varepsilon \to 0$, going from $\operatorname{tr}\mathbb{1} = 4$ to $2^{d/2}$ changes the first result by $-\ln 2$, which amounts to halving $\mu^2$, and leaves the second unchanged.

## The objects

The notation `γ` stands for Mathlib's Euler–Mascheroni constant $\gamma \approx 0.5772$.

```lean
import Mathlib

open Filter Topology

namespace TraceConvention

noncomputable section

local notation "γ" => Real.eulerMascheroniConstant
```

The function `loop μ D ε` is $I(\mu, D, \varepsilon)$, built from `Real.Gamma` and a real power. It is the definition of the model: the momentum integral that produces it is not derived.

```lean
/-- The dimensionally regularized one-loop factor `Γ(ε) (μ²/D)^ε` in `d = 4 - 2ε`. -/
def loop (μ D ε : ℝ) : ℝ := Real.Gamma ε * (μ ^ 2 / D) ^ ε
```

The convention $\operatorname{tr}\mathbb{1} = 4$ serves as reference, with relative factor $1$. The other has the relative factor $T(\varepsilon) = 2^{(4-2\varepsilon)/2}/4$, called `dimTrace`. It is a real function of $\varepsilon$; no Dirac matrices are constructed.

```lean
/-- The Dirac trace `tr 1 = 2^(d/2)` in `d = 4 - 2ε`, divided by the value `tr 1 = 4`. -/
def dimTrace (ε : ℝ) : ℝ := (2 : ℝ) ^ ((4 - 2 * ε) / 2) / 4
```

## Slopes at $\varepsilon = 0$

A factor that multiplies a pole $1/\varepsilon$ enters the finite part through its first derivative at $\varepsilon = 0$. For $x > 0$ one has $x^\varepsilon = e^{\varepsilon \ln x}$, so the chain rule gives the derivative $\ln x \cdot e^{0} = \ln x$ at zero. The proof rewrites the power with `Real.rpow_def_of_pos` and differentiates the exponential of a linear function.

```lean
/-- For `x > 0` the power `x^ε` has derivative `ln x` at `ε = 0`. -/
theorem hasDerivAt_rpow_zero {x : ℝ} (hx : 0 < x) :
    HasDerivAt (fun ε : ℝ => x ^ ε) (Real.log x) 0 := by
  have h := ((hasDerivAt_id' (0 : ℝ)).const_mul (Real.log x)).exp
  have e : (fun ε : ℝ => x ^ ε) = fun ε : ℝ => Real.exp (Real.log x * ε) := by
    funext ε
    exact Real.rpow_def_of_pos hx ε
  rw [e]
  exact h.congr_deriv (by simp)
```

Since $(4-2\varepsilon)/2 = 2 - \varepsilon$, the trace factor is $T(\varepsilon) = 2^2 \cdot 2^{-\varepsilon}/4 = 2^{-\varepsilon}$.

```lean
/-- The relative trace factor `2^(d/2)/4` equals `2^(-ε)`. -/
theorem dimTrace_eq (ε : ℝ) : dimTrace ε = (2 : ℝ) ^ (-ε) := by
  have h : (4 - 2 * ε) / 2 = 2 + -ε := by ring
  unfold dimTrace
  rw [h, Real.rpow_add two_pos, Real.rpow_two]
  ring
```

Written as $T(\varepsilon) = (1/2)^\varepsilon$, it falls under the power lemma with $x = 1/2$, so $T'(0) = \ln(1/2) = -\ln 2$.

```lean
/-- The relative trace factor `2^(d/2)/4` has slope `-ln 2` at `ε = 0`. -/
theorem hasDerivAt_dimTrace : HasDerivAt dimTrace (-Real.log 2) 0 := by
  have e : dimTrace = fun ε : ℝ => (2⁻¹ : ℝ) ^ ε := by
    funext ε
    rw [dimTrace_eq, Real.rpow_neg (by norm_num), Real.inv_rpow (by norm_num)]
  rw [e]
  exact (hasDerivAt_rpow_zero (x := 2⁻¹) (by norm_num)).congr_deriv (Real.log_inv 2)
```

## The finite part for a general trace factor

Here and below, $\mu$ and $D$ are positive unless stated otherwise. Let $f$ be any real function with $f(0) = 1$ and $f'(0) = c$, and put $x = \mu^2/D$. Define

$$g(\varepsilon) = f(\varepsilon)\,\Gamma(\varepsilon + 1)\,x^\varepsilon, \qquad g(0) = 1.$$

For $\varepsilon > 0$ the recursion $\Gamma(\varepsilon+1) = \varepsilon\,\Gamma(\varepsilon)$ gives

$$\frac{g(\varepsilon) - g(0)}{\varepsilon} = f(\varepsilon)\,\Gamma(\varepsilon)\,x^\varepsilon - \frac1\varepsilon .$$

The pole-subtracted loop is therefore the difference quotient of $g$, and its limit is $g'(0)$. All three factors of $g$ equal $1$ at zero, so the product rule adds their slopes $c$, $\Gamma'(1) = -\gamma$ and $\ln x$:

$$\lim_{\varepsilon \to 0^+}\left[f(\varepsilon)\, I(\mu, D, \varepsilon) - \frac1\varepsilon\right] = -\gamma + \ln\frac{\mu^2}{D} + c .$$

In Lean, `Tendsto F (𝓝[>] 0) (𝓝 y)` says that $F(\varepsilon) \to y$ as $\varepsilon \to 0$ through positive values. The value $\Gamma'(1) = -\gamma$ comes from Mathlib as `Real.hasDerivAt_Gamma_one`, and `hG` shifts it to the function $\Gamma(\varepsilon+1)$. In `hg` the product rule `fun_mul` is applied twice, and `ring` collects the slopes. The last lines insert `Real.Gamma_add_one` and cancel $\varepsilon^{-1}\varepsilon = 1$, which is the displayed identity for the quotient.

```lean
/-- For a trace factor `f` with `f(0) = 1` and `f'(0) = c`, the pole-subtracted loop
`f(ε) Γ(ε) (μ²/D)^ε - 1/ε` tends to `-γ + ln(μ²/D) + c` as `ε → 0⁺`. -/
theorem finite_part {μ D c : ℝ} {f : ℝ → ℝ} (hμ : 0 < μ) (hD : 0 < D)
    (hf0 : f 0 = 1) (hf : HasDerivAt f c 0) :
    Tendsto (fun ε => f ε * loop μ D ε - 1 / ε) (𝓝[>] 0)
      (𝓝 (-γ + Real.log (μ ^ 2 / D) + c)) := by
  have hx : 0 < μ ^ 2 / D := by positivity
  have h1 : HasDerivAt Real.Gamma (-γ) (0 + 1) := by
    rw [zero_add]
    exact Real.hasDerivAt_Gamma_one
  have hG : HasDerivAt (fun ε : ℝ => Real.Gamma (ε + 1)) (-γ) 0 :=
    HasDerivAt.comp_add_const 0 1 h1
  -- derivative at zero of the regular function f(ε) Γ(ε+1) (μ²/D)^ε
  have hg : HasDerivAt (fun ε : ℝ => f ε * Real.Gamma (ε + 1) * (μ ^ 2 / D) ^ ε)
      (-γ + Real.log (μ ^ 2 / D) + c) 0 := by
    refine ((hf.fun_mul hG).fun_mul (hasDerivAt_rpow_zero hx)).congr_deriv ?_
    simp only [zero_add, hf0, Real.Gamma_one, Real.rpow_zero]
    ring
  have hle : 𝓝[>] (0 : ℝ) ≤ 𝓝[≠] 0 :=
    nhdsWithin_mono _ (fun x hx => (Set.mem_Ioi.mp hx).ne')
  refine ((hasDerivAt_iff_tendsto_slope_zero.mp hg).mono_left hle).congr' ?_
  filter_upwards [self_mem_nhdsWithin] with ε hε
  have hε' : ε ≠ 0 := (Set.mem_Ioi.mp hε).ne'
  -- Γ(ε+1) = ε Γ(ε) turns the difference quotient into the subtracted loop
  simp only [zero_add, smul_eq_mul, hf0, Real.Gamma_one, Real.rpow_zero,
    Real.Gamma_add_one hε', loop]
  linear_combination (f ε * Real.Gamma ε * (μ ^ 2 / D) ^ ε) * inv_mul_cancel₀ hε'
```

The constant function $f = 1$ has $c = 0$ and gives the finite part $F(D) = -\gamma + \ln(\mu^2/D)$ for $\operatorname{tr}\mathbb{1} = 4$.

```lean
/-- With `tr 1 = 4`, `Γ(ε) (μ²/D)^ε - 1/ε` tends to `-γ + ln(μ²/D)` as `ε → 0⁺`. -/
theorem finite_part_plain {μ D : ℝ} (hμ : 0 < μ) (hD : 0 < D) :
    Tendsto (fun ε => loop μ D ε - 1 / ε) (𝓝[>] 0) (𝓝 (-γ + Real.log (μ ^ 2 / D))) := by
  have h := finite_part (f := fun _ => 1) hμ hD rfl (hasDerivAt_const (0 : ℝ) (1 : ℝ))
  simpa only [one_mul, add_zero] using h
```

## The subtracted difference

Take two positive values $D_1$ and $D_2$, for example $D$ at momentum $q^2$ and $m^2$. Adding and subtracting the pole,

$$f I(\mu, D_1, \varepsilon) - f I(\mu, D_2, \varepsilon) = f(\varepsilon)\left[\Big(I(\mu, D_1, \varepsilon) - \tfrac1\varepsilon\Big) - \Big(I(\mu, D_2, \varepsilon) - \tfrac1\varepsilon\Big)\right].$$

The bracket tends to $F(D_1) - F(D_2) = (\ln\mu^2 - \ln D_1) - (\ln\mu^2 - \ln D_2) = \ln(D_2/D_1)$. No pole is left for the slope of $f$ to multiply, so it is enough that $f(\varepsilon) \to 1$; neither differentiability nor the value $f(0)$ is needed. In the proof `h` is the limit of the product on the right, `e` is the identity between logarithms, and the closing `ring` is the rearrangement above.

```lean
/-- For any trace factor `f` tending to `1`, the difference of the loops at `D₁` and `D₂`
tends to `ln(D₂/D₁)` as `ε → 0⁺`. -/
theorem subtracted_difference {μ D₁ D₂ : ℝ} {f : ℝ → ℝ} (hμ : 0 < μ) (h₁ : 0 < D₁)
    (h₂ : 0 < D₂) (hf : Tendsto f (𝓝[>] 0) (𝓝 1)) :
    Tendsto (fun ε => f ε * loop μ D₁ ε - f ε * loop μ D₂ ε) (𝓝[>] 0)
      (𝓝 (Real.log (D₂ / D₁))) := by
  have hm : μ ^ 2 ≠ 0 := by positivity
  have h := hf.mul ((finite_part_plain hμ h₁).sub (finite_part_plain hμ h₂))
  have e : Real.log (D₂ / D₁)
      = 1 * ((-γ + Real.log (μ ^ 2 / D₁)) - (-γ + Real.log (μ ^ 2 / D₂))) := by
    rw [Real.log_div hm h₁.ne', Real.log_div hm h₂.ne', Real.log_div h₂.ne' h₁.ne']
    ring
  rw [e]
  -- the poles cancel in the difference
  exact h.congr (fun ε => by ring)
```

## The trace factor as a change of scale

The relation between the conventions is exact in $\varepsilon$. Since $(\mu/\sqrt2)^2/D = \tfrac12\,\mu^2/D$,

$$I(\mu/\sqrt2, D, \varepsilon) = \Gamma(\varepsilon)\,2^{-\varepsilon}\left(\frac{\mu^2}{D}\right)^\varepsilon = T(\varepsilon)\, I(\mu, D, \varepsilon).$$

The step `h` rewrites the base and `Real.mul_rpow` splits the power. The lemma is stated for $D > 0$ and all real $\mu$ and $\varepsilon$; at $\varepsilon = 0, -1, -2, \dots$, where the Gamma function has poles, Mathlib assigns it the value $0$ and the identity reads $0 = 0$, while the limits from the right never evaluate at such a point.

```lean
/-- The factor `2^(d/2)/4` times the loop at scale `μ` equals the loop at scale `μ/√2`. -/
theorem dimTrace_rescale {D : ℝ} (hD : 0 < D) (μ ε : ℝ) :
    dimTrace ε * loop μ D ε = loop (μ / Real.sqrt 2) D ε := by
  have h : (μ / Real.sqrt 2) ^ 2 / D = 2⁻¹ * (μ ^ 2 / D) := by
    rw [div_pow, Real.sq_sqrt (by norm_num)]
    ring
  have hx : 0 ≤ μ ^ 2 / D := by positivity
  unfold loop
  rw [h, Real.mul_rpow (by norm_num) hx, Real.inv_rpow (by norm_num), dimTrace_eq,
    Real.rpow_neg (by norm_num)]
  ring
```

## The normalization is forced

Suppose $f(\varepsilon) \to a$ and $f I - 1/\varepsilon \to L$ for real numbers $a$ and $L$, with $I = I(\mu, D, \varepsilon)$. Multiplying by $\varepsilon$ gives $\varepsilon\,(f I - 1/\varepsilon) \to 0 \cdot L = 0$. For $\varepsilon > 0$ the same expression equals

$$\varepsilon f I - 1 = f(\varepsilon)\left[\varepsilon\Big(I - \tfrac1\varepsilon\Big) + 1\right] - 1 \;\to\; a\,\big(0 \cdot F(D) + 1\big) - 1 = a - 1 .$$

Limits are unique, so $a = 1$: among factors that converge, only those tending to $1$ allow the pole to be cancelled by exactly $1/\varepsilon$. The two limits are `hA` and `hB'`, compared by `tendsto_nhds_unique`. The main theorem does not use this lemma.

```lean
/-- If a trace factor `f` tends to `a` and `f(ε) Γ(ε) (μ²/D)^ε - 1/ε` has a finite limit
as `ε → 0⁺`, then `a = 1`. -/
theorem normalization_necessary {μ D a L : ℝ} {f : ℝ → ℝ} (hμ : 0 < μ) (hD : 0 < D)
    (hf : Tendsto f (𝓝[>] 0) (𝓝 a))
    (hL : Tendsto (fun ε => f ε * loop μ D ε - 1 / ε) (𝓝[>] 0) (𝓝 L)) : a = 1 := by
  have h0 : Tendsto (fun ε : ℝ => ε) (𝓝[>] 0) (𝓝 0) :=
    tendsto_id.mono_left nhdsWithin_le_nhds
  -- compare the residues of the pole: multiply by ε
  have hA := h0.mul hL
  have hB := (hf.mul ((h0.mul (finite_part_plain hμ hD)).add_const 1)).sub_const 1
  have hB' : Tendsto (fun ε => ε * (f ε * loop μ D ε - 1 / ε)) (𝓝[>] 0)
      (𝓝 (a * (0 * (-γ + Real.log (μ ^ 2 / D)) + 1) - 1)) := by
    refine hB.congr' ?_
    filter_upwards [self_mem_nhdsWithin] with ε hε
    have hε' : ε ≠ 0 := (Set.mem_Ioi.mp hε).ne'
    linear_combination (1 - f ε) * mul_inv_cancel₀ hε'
  have h := tendsto_nhds_unique hA hB'
  linear_combination -h
```

## The main theorem

For real numbers $\mu, D, D_1, D_2 > 0$, `trace_convention` states four limits as $\varepsilon \to 0^+$:

1. $T(\varepsilon)\,I(\mu, D, \varepsilon) - 1/\varepsilon \to -\gamma + \ln\dfrac{\mu^2}{2D}$, for $\operatorname{tr}\mathbb{1} = 2^{d/2}$;
2. $I(\mu/\sqrt2, D, \varepsilon) - 1/\varepsilon$ has the same limit, for $\operatorname{tr}\mathbb{1} = 4$ with $\mu^2$ halved;
3. $T(\varepsilon)\,I(\mu, D_1, \varepsilon) - T(\varepsilon)\,I(\mu, D_2, \varepsilon) \to \ln(D_2/D_1)$;
4. $I(\mu, D_1, \varepsilon) - I(\mu, D_2, \varepsilon) \to \ln(D_2/D_1)$.

The first is `finite_part` with $f = T$ and $c = -\ln 2$, together with $\ln(\mu^2/D) - \ln 2 = \ln(\mu^2/(2D))$, which is `e` inside `hA`. The second follows from the first because `dimTrace_rescale` makes the two functions equal. For the third, differentiability of $T$ at zero gives continuity, hence $T(\varepsilon) \to T(0) = 1$ in `hT`, and `subtracted_difference` applies. The fourth is the same lemma with $f = 1$.

```lean
/-- As `ε → 0⁺`, the pole-subtracted loop with `tr 1 = 2^(d/2)` tends to `-γ + ln(μ²/(2D))`,
as does the one with `tr 1 = 4` at scale `μ/√2`; the difference of the loops at `D₁` and `D₂`
tends to `ln(D₂/D₁)` in both conventions. -/
theorem trace_convention {μ D D₁ D₂ : ℝ} (hμ : 0 < μ) (hD : 0 < D) (h₁ : 0 < D₁)
    (h₂ : 0 < D₂) :
    Tendsto (fun ε => dimTrace ε * loop μ D ε - 1 / ε) (𝓝[>] 0)
        (𝓝 (-γ + Real.log (μ ^ 2 / (2 * D)))) ∧
      Tendsto (fun ε => loop (μ / Real.sqrt 2) D ε - 1 / ε) (𝓝[>] 0)
        (𝓝 (-γ + Real.log (μ ^ 2 / (2 * D)))) ∧
      Tendsto (fun ε => dimTrace ε * loop μ D₁ ε - dimTrace ε * loop μ D₂ ε) (𝓝[>] 0)
        (𝓝 (Real.log (D₂ / D₁))) ∧
      Tendsto (fun ε => loop μ D₁ ε - loop μ D₂ ε) (𝓝[>] 0) (𝓝 (Real.log (D₂ / D₁))) := by
  have hm : μ ^ 2 ≠ 0 := by positivity
  have h2D : (2 * D) ≠ 0 := by positivity
  have h0 : dimTrace 0 = 1 := by
    rw [dimTrace_eq, neg_zero, Real.rpow_zero]
  have hA : Tendsto (fun ε => dimTrace ε * loop μ D ε - 1 / ε) (𝓝[>] 0)
      (𝓝 (-γ + Real.log (μ ^ 2 / (2 * D)))) := by
    have e : -γ + Real.log (μ ^ 2 / (2 * D))
        = -γ + Real.log (μ ^ 2 / D) + -Real.log 2 := by
      rw [Real.log_div hm h2D, Real.log_div hm hD.ne', Real.log_mul two_ne_zero hD.ne']
      ring
    rw [e]
    exact finite_part hμ hD h0 hasDerivAt_dimTrace
  have hT : Tendsto dimTrace (𝓝[>] 0) (𝓝 1) := by
    have h := hasDerivAt_dimTrace.continuousAt.tendsto
    rw [h0] at h
    exact h.mono_left nhdsWithin_le_nhds
  refine ⟨hA, hA.congr (fun ε => by rw [dimTrace_rescale hD]),
    subtracted_difference hμ h₁ h₂ hT, ?_⟩
  have h := subtracted_difference (f := fun _ => 1) hμ h₁ h₂ tendsto_const_nhds
  simpa only [one_mul] using h

end

end TraceConvention
```

```lean
#print axioms TraceConvention.normalization_necessary
#print axioms TraceConvention.trace_convention
```

```
'TraceConvention.normalization_necessary' depends on axioms: [propext, Classical.choice, Quot.sound]
'TraceConvention.trace_convention' depends on axioms: [propext, Classical.choice, Quot.sound]
```

The hypothesis $D > 0$ covers, for a massive electron, spacelike $q^2$ and timelike $q^2 < 4m^2$, since $u(1-u) \le 1/4$. Above that threshold $D$ is negative on part of the range of $u$, and there the theorem does not apply. The limits are taken at fixed $D$: the integral over $u$, its exchange with the limit, the coupling and the tensor structure are absent, as are higher loops with their higher poles. The rescaling concerns a term with one Dirac trace, and a diagram without a closed fermion loop does not carry the factor $T$.

## Numbers

Take $\mu = 1$, $D = D_1 = 1$, $D_2 = 4$. The limits are $-\gamma \approx -0.5772$ for $\operatorname{tr}\mathbb{1} = 4$, $-\gamma - \ln 2 \approx -1.2704$ for $2^{d/2}$, and $\ln 4 \approx 1.3863$ for the difference. At $\varepsilon = 0.01$ one has $\Gamma(0.01) \approx 99.4326$, $2^{-0.01} \approx 0.993092$ and $4^{-0.01} \approx 0.986233$. The pole-subtracted values are $99.4326 - 100 = -0.5674$ and $98.7458 - 100 = -1.2542$, apart by $0.687$, close to $\ln 2 \approx 0.693$. The differences between $D_1$ and $D_2$ are $99.4326 \times 0.0137673 \approx 1.36892$ and $0.993092 \times 1.36892 \approx 1.3595$, apart by less than one percent.

## A finite part as a derivative

The pattern in `finite_part` suits any simple pole: multiply by $\varepsilon$ to get a function that is differentiable at zero, and read the finite part as its derivative. The lemma `hasDerivAt_iff_tendsto_slope_zero` turns a derivative into the limit of the difference quotient along `𝓝[≠] 0`, and `mono_left` restricts that limit to `𝓝[>] 0`. Then `congr'` with `filter_upwards [self_mem_nhdsWithin]` swaps the quotient for an expression that agrees with it for positive $\varepsilon$, so that $\varepsilon \neq 0$ is available for the algebra. No Laurent series or error term has to be handled.

## A complex version

One could take $\varepsilon$ and $D$ complex, with Mathlib's complex Gamma function, complex powers and a punctured neighbourhood of zero. That would express analytic continuation in $d$ more directly and admit negative $D$, where a branch of the logarithm must be fixed by the Feynman prescription and the finite part acquires an imaginary part. The difference would then best be written as $\ln D_2 - \ln D_1$, since the principal logarithm of a quotient can differ from it by a multiple of $2\pi i$. The theorems above are for real $\varepsilon \to 0^+$ and positive $D$, and this variant has not been carried out in Lean.
